# In a double sum over N sites in a row, each signed separation m counts N − |m| times

Take N sites in a row, labelled 0 to N − 1, and any complex-valued function f of the signed integer separation between two sites. The lemma says that the sum of f(s − t) over all ordered pairs of sites, each site paired with itself included, equals the sum of (N − |m|) f(m) over the separations −N < m < N. The row is finite and does not close into a ring, and nothing is assumed about f, not even that it is even. The proof goes by induction on N: an auxiliary fact, `window`, says that the terms a new site brings in add up to the sum of f over a symmetric range of separations.

An attempt in Lean 4 with a fault in it:

```lean
import Mathlib

open Real Finset

namespace SumTriangle

noncomputable section

/-- A sum over pairs of sites that depends only on their separation `m` counts each
separation `N - |m|` times. -/
theorem sum_triangle (f : ℤ → ℂ) (N : ℕ) :
    ∑ m ∈ Ioo (-(N : ℤ)) N, ((N : ℂ) - ((|m| : ℤ) : ℂ)) * f m
      = ∑ s ∈ range N, ∑ t ∈ range N, f ((s : ℤ) - (t : ℤ)) := by
  -- the separations between a new site and the old ones fill a symmetric window
  have window : ∀ n : ℕ, ∑ m ∈ Ioo (-((n : ℤ) + 1)) ((n : ℤ) + 1), f m = f 0 +
      (∑ s ∈ range n, f ((s : ℤ) - n) + ∑ s ∈ range n, f ((n : ℤ) - s)) := by
    intro n
    induction n with
    | zero =>
      have h : Ioo (-(((0 : ℕ) : ℤ) + 1)) (((0 : ℕ) : ℤ) + 1) = {0} := by
        ext m
        simp only [mem_Ioo, mem_singleton]
        omega
      rw [h]
      simp
    | succ n ih =>
      have hset : Ioo (-(((n + 1 : ℕ) : ℤ) + 1)) (((n + 1 : ℕ) : ℤ) + 1)
          = insert ((n : ℤ) + 1) (insert (-((n : ℤ) + 1))
            (Ioo (-((n : ℤ) + 1)) ((n : ℤ) + 1))) := by
        ext m
        simp only [mem_Ioo, mem_insert]
        omega
      rw [hset, sum_insert (by simp only [mem_insert, mem_Ioo]; omega),
        sum_insert (by simp only [mem_Ioo]; omega), ih, sum_range_succ', sum_range_succ']
      simp only [Nat.cast_add, Nat.cast_one, Nat.cast_zero, add_sub_add_right_eq_sub,
        zero_sub, sub_zero]
      ring
  induction N with
  | zero => simp
  | succ n ih =>
    have hsub : ∑ m ∈ Ioo (-(n : ℤ)) n, ((n : ℂ) - ((|m| : ℤ) : ℂ)) * f m
        = ∑ m ∈ Ioo (-((n : ℤ) + 1)) ((n : ℤ) + 1), ((n : ℂ) - ((|m| : ℤ) : ℂ)) * f m := by
      apply sum_subset <;> intro m hm
      · simp only [mem_Ioo] at hm ⊢
        omega
      · intro hm'
        simp only [mem_Ioo] at hm hm'
        have h : m = n ∨ m = -(n : ℤ) := by omega
        have habs : |m| = (n : ℤ) := by rcases h with h | h <;> simp [h]
        rw [habs]
        simp
    simp only [sum_range_succ, sum_add_distrib, sub_self]
    rw [← ih, hsub, add_assoc, add_comm _ (f 0), add_left_comm _ (f 0), add_left_comm _ (f 0),
      ← window, ← sum_add_distrib, Nat.cast_succ (R := ℤ)]
    refine sum_congr rfl fun m _ => ?_
    rw [Nat.cast_succ]
    ring

end

end SumTriangle
```

Lean reports:

```
Main.lean:54:6: error: Tactic `rewrite` failed: Did not find an occurrence of the pattern
  f 0 + (∑ s ∈ range ?n, f (↑s - ↑?n) + ∑ s ∈ range ?n, f (↑?n - ↑s))
in the target expression
  ∑ m ∈ Ioo (-↑(n + 1)) ↑(n + 1), (↑(n + 1) - ↑|m|) * f m =
    f 0 +
      (∑ m ∈ Ioo (-(↑n + 1)) (↑n + 1), (↑n - ↑|m|) * f m + (∑ t ∈ range n, f (↑n - ↑t) + ∑ x ∈ range n, f (↑x - ↑n)))

case succ
f : ℤ → ℂ
window :
  ∀ (n : ℕ), ∑ m ∈ Ioo (-(↑n + 1)) (↑n + 1), f m = f 0 + (∑ s ∈ range n, f (↑s - ↑n) + ∑ s ∈ range n, f (↑n - ↑s))
n : ℕ
ih : ∑ m ∈ Ioo (-↑n) ↑n, (↑n - ↑|m|) * f m = ∑ s ∈ range n, ∑ t ∈ range n, f (↑s - ↑t)
hsub : ∑ m ∈ Ioo (-↑n) ↑n, (↑n - ↑|m|) * f m = ∑ m ∈ Ioo (-(↑n + 1)) (↑n + 1), (↑n - ↑|m|) * f m
⊢ ∑ m ∈ Ioo (-↑(n + 1)) ↑(n + 1), (↑(n + 1) - ↑|m|) * f m =
    f 0 +
      (∑ m ∈ Ioo (-(↑n + 1)) (↑n + 1), (↑n - ↑|m|) * f m + (∑ t ∈ range n, f (↑n - ↑t) + ∑ x ∈ range n, f (↑x - ↑n)))
```

What went wrong. The one error is at `← window`, which needs `f 0 + (∑ f(s - n) + ∑ f(n - s))` to appear in the goal. After the `add_comm` and `add_left_comm` steps, the goal has the right terms in the wrong arrangement: the weighted sum over `Ioo` stands between `f 0` and the two range sums, and those two are in the opposite order. `rw` does not rearrange sums to find a match, so it fails.

The repair avoids the need for that arrangement. The new `hsplit` works on the left side, splitting the weight n + 1 − |m| into n − |m| and 1, by much the same steps that used to end the proof. Then `← hsub` and `ih` turn the weighted sum into the double sum over n sites, and `window`, now used left to right, only has to find the plain sum over `Ioo`, which `hsplit` has put there. `simp only` expands the double sum over n + 1 sites, and the two sides then differ only in the order and grouping of terms, which `ring` settles.

The reworded comment, which now counts the new site's separation from itself, has no effect on compilation.

Lean accepts the file once it reads:

```diff
@@ -12,5 +12,6 @@
     ∑ m ∈ Ioo (-(N : ℤ)) N, ((N : ℂ) - ((|m| : ℤ) : ℂ)) * f m
       = ∑ s ∈ range N, ∑ t ∈ range N, f ((s : ℤ) - (t : ℤ)) := by
-  -- the separations between a new site and the old ones fill a symmetric window
+  -- the separations of a new site from itself and, in both orders, from the old ones fill a
+  -- symmetric window
   have window : ∀ n : ℕ, ∑ m ∈ Ioo (-((n : ℤ) + 1)) ((n : ℤ) + 1), f m = f 0 +
       (∑ s ∈ range n, f ((s : ℤ) - n) + ∑ s ∈ range n, f ((n : ℤ) - s)) := by
@@ -50,9 +51,14 @@
         rw [habs]
         simp
+    have hsplit : ∑ m ∈ Ioo (-((n + 1 : ℕ) : ℤ)) ((n + 1 : ℕ) : ℤ),
+          (((n + 1 : ℕ) : ℂ) - ((|m| : ℤ) : ℂ)) * f m
+        = ∑ m ∈ Ioo (-((n : ℤ) + 1)) ((n : ℤ) + 1), ((n : ℂ) - ((|m| : ℤ) : ℂ)) * f m
+          + ∑ m ∈ Ioo (-((n : ℤ) + 1)) ((n : ℤ) + 1), f m := by
+      rw [← sum_add_distrib, Nat.cast_succ (R := ℤ)]
+      refine sum_congr rfl fun m _ => ?_
+      rw [Nat.cast_succ]
+      ring
+    rw [hsplit, ← hsub, ih, window]
     simp only [sum_range_succ, sum_add_distrib, sub_self]
-    rw [← ih, hsub, add_assoc, add_comm _ (f 0), add_left_comm _ (f 0), add_left_comm _ (f 0),
-      ← window, ← sum_add_distrib, Nat.cast_succ (R := ℤ)]
-    refine sum_congr rfl fun m _ => ?_
-    rw [Nat.cast_succ]
     ring
 
```
